# Capping the parameters of an rVV10-type pair energy never raises it and multiplies its magnitude by at most $(M/Q)^3$

Take two grid points at distance $R$, both with the parameter $M>0$. Up to a positive prefactor, their interaction in an rVV10-type functional is

$$-\frac{1}{z\cdot z\,(z+z)}=-\frac{1}{2z^3},\qquad z=1+MR^2 .$$

Now replace $M$ by a smaller value $Q>0$. The factor $z$ drops to $1+QR^2$, the denominator shrinks, and the interaction becomes more negative by the factor

$$\left(\frac{1+MR^2}{1+QR^2}\right)^3 .$$

This factor is 1 at $R=0$ and approaches $(M/Q)^3$ at large distance. The same two limits bound the effect of a cap on a whole grid.

## From one pair to the grid energy

Let $i$ run over a finite set of grid points. Each point has an amplitude $a_i\ge 0$, which collects the quadrature weight, constant prefactors and a function of the local density, and a parameter $q_i\ge 0$, an inverse squared length computed from the local density and its gradient. With distances $R_{ij}$, define

$$z(q,R)=1+qR^2,\qquad \Phi(p,q,R)=-\frac{1}{z(p,R)\,z(q,R)\,\bigl(z(p,R)+z(q,R)\bigr)},$$

$$E(q)=\sum_{i,j}a_ia_j\,\Phi(q_i,q_j,R_{ij}).$$

The cap replaces $q_i$ by $\bar q_i=\min(q_i,Q)$ with $Q>0$, and leaves the amplitudes alone. Such a cap is one way to keep the parameters within range when the kernel is tabulated on a finite mesh of $q$ values and interpolated between them; $Q$ is then the largest mesh value. Here $E$ is only the double-sum part of the functional: rVV10 also has a local term, a constant times the electron number, which does not depend on $q$ and is left out. Let $M\ge Q$ bound all $q_i$. The claim is

$$E(\bar q)\le E(q),\qquad |E(\bar q)|\le (M/Q)^3\,|E(q)| .$$

**One factor.** Since $\bar q_i\le q_i$, we have $z(\bar q_i,R)\le z(q_i,R)$. In the other direction,

$$z(q_i,R)\le \frac MQ\,z(\bar q_i,R).$$

If $q_i\le Q$, the cap does nothing and $M/Q\ge1$ suffices. If $q_i>Q$, the right side is $M/Q+MR^2$, which is at least $1+q_iR^2$.

**One pair.** The denominator $D(x,y)=xy(x+y)$ increases in both positive arguments and satisfies $D(cx,cy)=c^3D(x,y)$. Write $D$ for its value at the original factors and $\bar D$ for its value at the capped ones. Then $\bar D\le D\le (M/Q)^3\bar D$. Taking inverses and changing sign gives

$$(M/Q)^3\,\Phi(q_i,q_j,R_{ij})\le\Phi(\bar q_i,\bar q_j,R_{ij})\le\Phi(q_i,q_j,R_{ij}).$$

**The sum.** Multiplying by $a_ia_j\ge0$ and summing gives $(M/Q)^3E(q)\le E(\bar q)\le E(q)\le 0$. Because both energies are non-positive, the left inequality is the bound on magnitudes.

**When nothing changes.** Suppose now that all $a_i>0$ and $R_{ij}=R_{ji}$. If $q_i>Q$ and $R_{ij}\neq0$ for some $j$, the first factor of this pair drops strictly and the second does not rise. This term becomes strictly lower, no other term rises, and so $E(\bar q)<E(q)$. Conversely, suppose that every point with $q_i>Q$ has distance zero to all grid points. A pair with $R_{ij}=0$ has $\Phi=-1/2$ before and after the cap. A pair with $R_{ij}\ne0$ has $q_i\le Q$ and, by symmetry, $q_j\le Q$, so it is unchanged too. On a grid with at least two distinct positions, a single parameter above the cap therefore lowers the energy strictly.

**Sharpness for a pair.** For the opening pair,

$$\frac{1+MR^2}{1+QR^2}=\frac MQ+\frac{1-M/Q}{1+QR^2}\;\longrightarrow\;\frac MQ\qquad(R\to\infty),$$

so no constant below $(M/Q)^3$ bounds the pair ratio at every distance. This concerns the kernel and not the total energy, whose diagonal terms at $R_{ii}=0$ do not respond to the cap.

For simulation practice this gives the sign of one error: in this finite-grid model with fixed density and a hard cap, setting the largest value of the $q$ mesh too low can lower the double-sum energy but never raise it. Interpolation between mesh values, smooth saturation functions and the self-consistent response of the density are separate matters. Nor does the sign carry over in general to energy differences such as binding energies, since the cap can lower both energies by different amounts.

## The energy and the cap in Lean

```lean
import Mathlib

open Filter Topology

namespace RVV10MeshSaturation

noncomputable section
```

The factor $z(q,R)$ is a function of two real numbers.

```lean
/-- The factor `z = 1 + q R²` of a grid point with parameter `q`, seen from distance `R`. -/
def zFactor (q R : ℝ) : ℝ := 1 + q * R ^ 2
```

The kernel $\Phi(p,q,R)$ is written as minus an inverse. Both factors use the same distance, which agrees with $z_{ij}=1+q_iR_{ij}^2$ and $z_{ji}=1+q_jR_{ji}^2$ when the distance table is symmetric.

```lean
/-- The pair kernel `-1 / (z z' (z + z'))` of two grid points with parameters `p, q ≥ 0`
at distance `R`. -/
def pairKernel (p q R : ℝ) : ℝ :=
  -(zFactor p R * zFactor q R * (zFactor p R + zFactor q R))⁻¹
```

The grid is a finite type `ι`, and `a`, `q` and `R` are real-valued functions on it or on its pairs. The sum runs over all ordered pairs, including $i=j$. `R` may be any real table: neither a zero diagonal nor the triangle inequality is required.

```lean
/-- The double-sum part of an rVV10-type nonlocal energy on a finite grid with amplitudes `a i`,
parameters `q i ≥ 0` and distances `R i j`. -/
def energy {ι : Type*} [Fintype ι] (a q : ι → ℝ) (R : ι → ι → ℝ) : ℝ :=
  ∑ i, ∑ j, a i * a j * pairKernel (q i) (q j) (R i j)
```

The capped parameters $\bar q$ are `cap Q q`.

```lean
/-- Saturation of the mesh: every parameter above `Q` is replaced by `Q`. -/
def cap {ι : Type*} (Q : ℝ) (q : ι → ℝ) : ι → ℝ := fun i => min (q i) Q
```

## Bounds on one factor and one pair

Positivity of $z$ permits the later inversions and sign arguments.

```lean
/-- The factor `z` is positive for a non-negative parameter. -/
theorem zFactor_pos {q : ℝ} (hq : 0 ≤ q) (R : ℝ) : 0 < zFactor q R := by
  unfold zFactor
  positivity
```

The next two lemmas are the two bounds on a single factor. The first multiplies $\min(q,Q)\le q$ by $R^2\ge0$.

```lean
/-- Capping the parameter does not raise the factor `z`. -/
theorem zFactor_cap_le (q Q R : ℝ) : zFactor (min q Q) R ≤ zFactor q R := by
  have h := mul_le_mul_of_nonneg_right (min_le_left q Q) (sq_nonneg R)
  unfold zFactor
  linarith
```

The second splits into the cases $q\le Q$ and $Q\le q$, as above. In the second case, `key` expands $(M/Q)(1+QR^2)$ to $M/Q+MR^2$.

```lean
/-- For `0 ≤ q ≤ M` and a cap `0 < Q ≤ M`, capping lowers the factor `z` at most by the
ratio `M / Q`. -/
theorem zFactor_le_cap {q Q M : ℝ} (hq : 0 ≤ q) (hQ : 0 < Q) (hQM : Q ≤ M) (hqM : q ≤ M)
    (R : ℝ) : zFactor q R ≤ M / Q * zFactor (min q Q) R := by
  have h1 : 1 ≤ M / Q := (one_le_div hQ).2 hQM
  rcases le_total q Q with h | h
  · rw [min_eq_left h]
    exact le_mul_of_one_le_left (zFactor_pos hq R).le h1
  · rw [min_eq_right h]
    have key : ∀ c : ℝ, c * Q = M → c * (1 + Q * R ^ 2) = c + M * R ^ 2 := by
      intro c hc
      rw [← hc]
      ring
    unfold zFactor
    rw [key _ (div_mul_cancel₀ M hQ.ne')]
    have h2 := mul_le_mul_of_nonneg_right hqM (sq_nonneg R)
    linarith
```

Monotonicity and homogeneity of $D$ are combined in one lemma. In the `calc` block, `gcongr` supplies the monotonicity and `ring` extracts $c^3$; `inv_anti₀` then reverses the inequality for the inverses.

```lean
/-- If two positive factors `x', y'` are at most `c` times the positive factors `x, y`, with
`c > 0`, then the inverse pair denominator of `x, y` is at most `c³` times that of `x', y'`. -/
theorem inv_denominator_le {c x y x' y' : ℝ} (hc : 0 < c) (hx : 0 < x) (hy : 0 < y)
    (hx' : 0 < x') (hy' : 0 < y') (h : x' ≤ c * x) (k : y' ≤ c * y) :
    (x * y * (x + y))⁻¹ ≤ c ^ 3 * (x' * y' * (x' + y'))⁻¹ := by
  -- the denominator is increasing and homogeneous of degree three
  have hD : x' * y' * (x' + y') ≤ c ^ 3 * (x * y * (x + y)) := by
    calc x' * y' * (x' + y') ≤ (c * x) * (c * y) * (c * x + c * y) := by gcongr
      _ = c ^ 3 * (x * y * (x + y)) := by ring
  have h' := mul_le_mul_of_nonneg_left (inv_anti₀ (by positivity) hD) (pow_pos hc 3).le
  rwa [mul_inv (c ^ 3), mul_inv_cancel_left₀ (pow_pos hc 3).ne'] at h'
```

The pair bounds use this lemma twice. With $c=1$ and the capped factors as the smaller ones, it shows that capping deepens the kernel. With $c=M/Q$ and the roles exchanged, it limits the deepening. In both halves `neg_le_neg` restores the minus sign of the kernel.

```lean
/-- For parameters in `[0, M]` and a cap `0 < Q ≤ M`, capping deepens the pair kernel, and
at most by the factor `(M / Q)³`. -/
theorem pairKernel_cap_bounds {p q Q M : ℝ} (hp : 0 ≤ p) (hq : 0 ≤ q) (hQ : 0 < Q)
    (hQM : Q ≤ M) (hpM : p ≤ M) (hqM : q ≤ M) (R : ℝ) :
    pairKernel (min p Q) (min q Q) R ≤ pairKernel p q R ∧
      (M / Q) ^ 3 * pairKernel p q R ≤ pairKernel (min p Q) (min q Q) R := by
  have hx := zFactor_pos hp R
  have hy := zFactor_pos hq R
  have hx' := zFactor_pos (le_min hp hQ.le) R
  have hy' := zFactor_pos (le_min hq hQ.le) R
  unfold pairKernel
  constructor
  · have h := inv_denominator_le one_pos hx hy hx' hy'
      (by rw [one_mul]; exact zFactor_cap_le p Q R)
      (by rw [one_mul]; exact zFactor_cap_le q Q R)
    rw [one_pow, one_mul] at h
    exact neg_le_neg h
  · rw [mul_neg]
    exact neg_le_neg (inv_denominator_le (div_pos (hQ.trans_le hQM) hQ) hx' hy' hx hy
      (zFactor_le_cap hp hQ hQM hpM R) (zFactor_le_cap hq hQ hQM hqM R))
```

## Bounds on the energy of the whole grid

Every term of the energy is a non-negative weight times a negative kernel.

```lean
/-- The energy is never positive when amplitudes and parameters are non-negative. -/
theorem energy_nonpos {ι : Type*} [Fintype ι] {a q : ι → ℝ} (R : ι → ι → ℝ)
    (ha : ∀ i, 0 ≤ a i) (hq : ∀ i, 0 ≤ q i) : energy a q R ≤ 0 := by
  refine Finset.sum_nonpos fun i _ => Finset.sum_nonpos fun j _ => ?_
  have hx := zFactor_pos (hq i) (R i j)
  have hy := zFactor_pos (hq j) (R i j)
  unfold pairKernel
  rw [mul_neg]
  exact neg_nonpos.2 (mul_nonneg (mul_nonneg (ha i) (ha j)) (by positivity))
```

The main theorem assumes non-negative amplitudes, parameters in $[0,M]$ and $0<Q\le M$; it does not need a symmetric `R`. The word "overbinds" in its name means only that the capped double-sum energy is too low or unchanged; the theorem does not compare binding energies. Its conclusion is the pair of inequalities claimed for $E(\bar q)$. The first part sums the upper pair bound. The second uses `abs_of_nonpos` to turn both magnitudes into negated energies, moves $(M/Q)^3$ inside the double sum with `Finset.mul_sum`, and compares term by term.

```lean
/-- A cap does not raise the energy: for non-negative amplitudes, parameters in `[0, M]` and a cap
`0 < Q ≤ M`, the capped energy lies at or below the uncapped one, and its magnitude is at most
`(M / Q)³` times as large. -/
theorem energy_cap_overbinds {ι : Type*} [Fintype ι] {a q : ι → ℝ} (R : ι → ι → ℝ)
    {Q M : ℝ} (ha : ∀ i, 0 ≤ a i) (hq : ∀ i, 0 ≤ q i) (hQ : 0 < Q) (hQM : Q ≤ M)
    (hqM : ∀ i, q i ≤ M) :
    energy a (cap Q q) R ≤ energy a q R ∧
      |energy a (cap Q q) R| ≤ (M / Q) ^ 3 * |energy a q R| := by
  have hk := fun i j =>
    pairKernel_cap_bounds (hq i) (hq j) hQ hQM (hqM i) (hqM j) (R i j)
  constructor
  · exact Finset.sum_le_sum fun i _ => Finset.sum_le_sum fun j _ =>
      mul_le_mul_of_nonneg_left (hk i j).1 (mul_nonneg (ha i) (ha j))
  · -- both energies are non-positive, so the bound is the summed lower pair bound
    rw [abs_of_nonpos (energy_nonpos (q := cap Q q) R ha fun i => le_min (hq i) hQ.le),
      abs_of_nonpos (energy_nonpos R ha hq), mul_neg]
    apply neg_le_neg
    unfold energy
    rw [Finset.mul_sum]
    refine Finset.sum_le_sum fun i _ => ?_
    rw [Finset.mul_sum]
    refine Finset.sum_le_sum fun j _ => ?_
    calc (M / Q) ^ 3 * (a i * a j * pairKernel (q i) (q j) (R i j))
        = a i * a j * ((M / Q) ^ 3 * pairKernel (q i) (q j) (R i j)) := by ring
      _ ≤ _ := mul_le_mul_of_nonneg_left (hk i j).2 (mul_nonneg (ha i) (ha j))
```

## Strict lowering and the equality case

If one parameter of a pair exceeds $Q$ and the distance is non-zero, then `h1` gives the strict drop of its factor and `h2` the weak bound for the other. Both the product and the sum of the factors fall strictly, and so does the kernel.

```lean
/-- The kernel of a pair at non-zero distance falls strictly on capping at `Q > 0` if one of its
non-negative parameters exceeds `Q`. -/
theorem pairKernel_cap_lt {p q Q R : ℝ} (hq : 0 ≤ q) (hQ : 0 < Q) (hp : Q < p)
    (hR : R ≠ 0) : pairKernel (min p Q) (min q Q) R < pairKernel p q R := by
  have hx' := zFactor_pos (le_min (hQ.trans hp).le hQ.le) R
  have hy' := zFactor_pos (le_min hq hQ.le) R
  have hx := zFactor_pos (hQ.trans hp).le R
  have hy := zFactor_pos hq R
  have h1 : zFactor (min p Q) R < zFactor p R := by
    have h := mul_lt_mul_of_pos_right hp (pow_pos (abs_pos.2 hR) 2)
    rw [sq_abs] at h
    rw [min_eq_right hp.le]
    unfold zFactor
    linarith
  have h2 := zFactor_cap_le q Q R
  unfold pairKernel
  apply neg_lt_neg
  apply inv_strictAnti₀ (by positivity)
  exact mul_lt_mul'' (mul_lt_mul h1 h2 hy' hx.le) (add_lt_add_of_lt_of_le h1 h2)
    (by positivity) (by positivity)
```

The equality theorem has positive amplitudes and a symmetric table among its hypotheses, and no bound $M$. For the forward direction, the proof assumes a non-zero distance at a point above the cap and derives a strictly lower energy, which contradicts equality. The weak bound for the other pairs comes from `pairKernel_cap_bounds`, with the maximum of $Q$ and the two parameters serving as $M$. The reverse direction separates zero from non-zero distances and uses `hR` to reach the second point of the pair.

```lean
/-- For positive amplitudes, non-negative parameters, symmetric distances and a cap `Q > 0`,
capping leaves the energy unchanged exactly when each point with parameter above `Q` has
distance zero to all grid points. -/
theorem energy_cap_eq_iff {ι : Type*} [Fintype ι] {a q : ι → ℝ} {R : ι → ι → ℝ} {Q : ℝ}
    (ha : ∀ i, 0 < a i) (hq : ∀ i, 0 ≤ q i) (hR : ∀ i j, R i j = R j i) (hQ : 0 < Q) :
    energy a (cap Q q) R = energy a q R ↔ ∀ i j, Q < q i → R i j = 0 := by
  constructor
  · intro h i j hi
    by_contra hij
    have hle : ∀ k l, a k * a l * pairKernel (cap Q q k) (cap Q q l) (R k l) ≤
        a k * a l * pairKernel (q k) (q l) (R k l) := fun k l =>
      mul_le_mul_of_nonneg_left
        (pairKernel_cap_bounds (M := max Q (max (q k) (q l))) (hq k) (hq l) hQ
          (le_max_left _ _) ((le_max_left _ _).trans (le_max_right _ _))
          ((le_max_right _ _).trans (le_max_right _ _)) (R k l)).1
        (mul_pos (ha k) (ha l)).le
    -- one strictly deepened pair makes the whole sum strictly lower
    have hlt : energy a (cap Q q) R < energy a q R :=
      Finset.sum_lt_sum (fun k _ => Finset.sum_le_sum fun l _ => hle k l)
        ⟨i, Finset.mem_univ i, Finset.sum_lt_sum (fun l _ => hle i l)
          ⟨j, Finset.mem_univ j, mul_lt_mul_of_pos_left
            (pairKernel_cap_lt (hq j) hQ hi hij) (mul_pos (ha i) (ha j))⟩⟩
    exact hlt.ne h
  · intro h
    refine Finset.sum_congr rfl fun i _ => Finset.sum_congr rfl fun j _ => ?_
    by_cases hij : R i j = 0
    · simp [pairKernel, zFactor, hij]
    · have hi : q i ≤ Q := not_lt.1 fun hlt => hij (h i j hlt)
      have hj : q j ≤ Q := not_lt.1 fun hlt => hij ((hR i j).trans (h j i hlt))
      simp only [cap, min_eq_left hi, min_eq_left hj]
```

## The large-distance limit of a pair

The last theorem states the limit of the kernel ratio as the real variable $R$ tends to $+\infty$, with both parameters equal to $M$. Here `hz` says that $1+QR^2$ diverges, and `h3` deduces the limit of the cubed expression. `hcube` reduces the kernel ratio to the cube of the factor ratio, and `hratio` is the decomposition of that ratio derived by hand.

```lean
/-- The factor `(M / Q)³` is sharp for pairs: with both parameters equal to `M` and a cap
`0 < Q ≤ M`, the ratio of capped to uncapped kernel tends to it at large distance. -/
theorem pairKernel_ratio_tendsto {Q M : ℝ} (hQ : 0 < Q) (hQM : Q ≤ M) :
    Tendsto (fun R => pairKernel (min M Q) (min M Q) R / pairKernel M M R) atTop
      (𝓝 ((M / Q) ^ 3)) := by
  have hz : Tendsto (fun R => zFactor Q R) atTop atTop := by
    unfold zFactor
    exact tendsto_atTop_add_const_left _ _
      ((tendsto_pow_atTop two_ne_zero).const_mul_atTop hQ)
  have h3 := (((tendsto_inv_atTop_zero.comp hz).const_mul (1 - M / Q)).const_add (M / Q)).pow 3
  rw [mul_zero, add_zero] at h3
  refine h3.congr fun R => ?_
  show (M / Q + (1 - M / Q) * (zFactor Q R)⁻¹) ^ 3 = _
  have hx := zFactor_pos hQ.le R
  have hy := zFactor_pos (hQ.le.trans hQM) R
  -- for equal parameters the kernel ratio is the cube of the ratio of the factors
  have hcube : ∀ x y : ℝ, 0 < x → 0 < y →
      -(x * x * (x + x))⁻¹ / -(y * y * (y + y))⁻¹ = (y / x) ^ 3 := by
    intro x y hx hy
    rw [show x * x * (x + x) = 2 * x ^ 3 by ring,
      show y * y * (y + y) = 2 * y ^ 3 by ring, neg_div_neg_eq]
    field_simp
  have hratio : zFactor M R / zFactor Q R = M / Q + (1 - M / Q) * (zFactor Q R)⁻¹ := by
    rw [div_eq_iff hx.ne', add_mul, mul_assoc, inv_mul_cancel₀ hx.ne']
    have hc : M / Q * Q = M := div_mul_cancel₀ M hQ.ne'
    unfold zFactor
    linear_combination (-(R ^ 2)) * hc
  rw [min_eq_right hQM]
  unfold pairKernel
  rw [hcube _ _ hx hy, hratio]

end

end RVV10MeshSaturation
```

```lean
#print axioms RVV10MeshSaturation.energy_cap_overbinds
-- 'RVV10MeshSaturation.energy_cap_overbinds' depends on axioms: [propext, Classical.choice, Quot.sound]
#print axioms RVV10MeshSaturation.energy_cap_eq_iff
-- 'RVV10MeshSaturation.energy_cap_eq_iff' depends on axioms: [propext, Classical.choice, Quot.sound]
#print axioms RVV10MeshSaturation.pairKernel_ratio_tendsto
-- 'RVV10MeshSaturation.pairKernel_ratio_tendsto' depends on axioms: [propext, Classical.choice, Quot.sound]
```
